# A negative effective diagonal element lets one added configuration raise the linearized CCD energy

## An energy that goes up in a larger space

A linearized coupled-cluster doubles (CCD) calculation is repeated with one more doubly excited configuration, and the correlation energy goes up. In configuration interaction the lowest energy cannot rise when the space grows, so a reader with that rule in mind starts looking for a bug. There may be none. Linearized CCD gives no such guarantee in general, and a formula for the change helps to tell a legitimate rise from a mistake.

Let \(\Phi_0\) be the reference determinant with energy \(E_0\), and let \(\Phi_i\) be the doubly excited configurations. For real orbitals, define

\[
A_{ij}=\langle\Phi_i|H-E_0|\Phi_j\rangle,\qquad v_i=\langle\Phi_i|H|\Phi_0\rangle .
\]

The matrix \(A\) is real and symmetric. Linearized CCD drops the terms quadratic in the amplitudes \(t\), which leaves

\[
A\,t=-v,\qquad E=v^T t=-v^TA^{-1}v ,
\]

where \(E\) is the correlation energy and \(A\) is assumed invertible.

Now add one configuration. It has diagonal element \(a\), measured from \(E_0\) like the rest of \(A\), couplings \(b\) to the old configurations and coupling \(k\) to the reference. These letters are not the orbital indices that \(a\), \(b\) and \(k\) usually denote in coupled-cluster theory.

## The change in energy and its sign

Two numbers decide the outcome:

\[
s=a-b^TA^{-1}b,\qquad g=k-b^TA^{-1}v .
\]

The first is the diagonal element of the new configuration after the old ones have been eliminated, known in linear algebra as a Schur complement. The second is its coupling to the reference, corrected for the path through the old configurations. If \(A\) is invertible and symmetric and \(s\neq0\), then

\[
E_{\text{new}}=E-\frac{g^2}{s},
\]

and the energy rises exactly when \(s<0\) and \(g\neq0\).

In Lean, the old configurations are indexed by a finite type `n`, and the enlarged set by `n ⊕ Unit`, which has one extra element. The objects correspond as follows:

- `enlarge A b a` is the block matrix with \(A\) in one corner, \(b\) along the border and \(a\) in the opposite corner.
- `extendVec v k` is the old coupling vector with \(k\) appended.
- `energy A v` is \(-v^TA^{-1}v\), with `*ᵥ` for a matrix acting on a vector and `⬝ᵥ` for the scalar product.
- `effectiveDiagonal A b a` is \(s\), and `newAmplitude A b v a k` is \(-g/s\). The number \(g\) has no name of its own and is written out.

The hypothesis `IsUnit A.det` says that \(A\) is invertible, so that the original amplitude equations have a unique solution. `A.IsSymm` expresses the symmetry of a real Hamiltonian matrix. The condition `effectiveDiagonal A b a ≠ 0` keeps the enlarged equations uniquely solvable as well.

The theorem `energy_enlarge` states the formula and `energy_raised_iff` the criterion. A third result, `energy_enlarge_le`, says that under the same hypotheses no rise occurs if the quadratic form of the enlarged matrix is nowhere negative.

The matrix elements enter as arbitrary real numbers, and the old ones stay fixed. The step to a real basis-set extension is therefore left open: a new basis function usually brings in many configurations at once and also changes the reference orbitals, and with them \(A\) and \(v\).

## Eliminating the old amplitudes

Write \(x\) for the old amplitudes in the enlarged problem and \(\tau\) for the new one. The equations are

\[
Ax+\tau b=-v,\qquad b^Tx+a\tau=-k .
\]

The first gives

\[
x=-A^{-1}v-\tau A^{-1}b .
\]

Inserted into the second, this yields

\[
-b^TA^{-1}v+(a-b^TA^{-1}b)\,\tau=-k
\quad\Longrightarrow\quad
s\,\tau=-g
\quad\Longrightarrow\quad
\tau=-\frac{g}{s}.
\]

The solution is unique. Subtracting \(b^TA^{-1}\) times the upper block row from the last row leaves \((0,\;s)\) there, so the enlarged determinant is \(s\det A\), which is nonzero.

The new energy is the scalar product of couplings and amplitudes:

\[
E_{\text{new}}=v^Tx+k\tau=-v^TA^{-1}v-\tau\,v^TA^{-1}b+k\tau .
\]

Since \(A\) is symmetric, so is \(A^{-1}\), and \(v^TA^{-1}b=b^TA^{-1}v\). Hence

\[
E_{\text{new}}=E+\tau\,(k-b^TA^{-1}v)=E+\tau g=E-\frac{g^2}{s}.
\]

The square is never negative. The change is therefore positive exactly when \(g\neq0\) and \(s<0\).

## Positive matrices and a two-configuration rise

Let \(M\) be the enlarged matrix and take the vector \(y=(-A^{-1}b,\,1)\). The upper block of \(My\) is \(-b+b=0\), and its last component is \(-b^TA^{-1}b+a=s\). Therefore \(y^TMy=s\). If the quadratic form of \(M\) is nowhere negative, then \(s\geq0\), and the energy cannot rise.

For a case in which it does rise, take one old configuration with \(A=1\) and \(v=1\), in arbitrary energy units, so that \(E=-1\). Add a configuration with \(a=0\), \(b=1\) and \(k=0\): it is degenerate with the reference and couples to it only through the old configuration. Then \(s=-1\) and \(g=-1\), and the energy changes by \(+1\), to \(0\). The enlarged equations confirm this directly:

\[
x+\tau=-1,\qquad x=0 .
\]

They give \(\tau=-1\) and \(E_{\text{new}}=1\cdot0+0\cdot(-1)=0\). The enlarged determinant is \(-1\), so these amplitudes are the only solution.

For finite, real, linearized CCD with fixed orbitals, a rise on adding one configuration is thus no evidence of an error by itself. If \(s>0\), a computed rise contradicts the formula; if \(s<0\), the change can be compared with \(-g^2/s\). Full CCD, with its quadratic terms, obeys different equations.

## The Lean file

```lean
import Mathlib

open Matrix

namespace LinearizedCCDEnlargement

noncomputable section

variable {n : Type*}

/-- A vector over the old configurations, extended by the component `c` on one new
configuration. -/
def extendVec (x : n → ℝ) (c : ℝ) : n ⊕ Unit → ℝ := Sum.elim x (fun _ => c)

/-- The linearized-CCD matrix `A` enlarged by one configuration with diagonal element `a` and
couplings `b` to the old configurations. -/
def enlarge (A : Matrix n n ℝ) (b : n → ℝ) (a : ℝ) : Matrix (n ⊕ Unit) (n ⊕ Unit) ℝ :=
  fromBlocks A (Matrix.of fun i _ => b i) (Matrix.of fun _ j => b j) (Matrix.of fun _ _ => a)

variable [Fintype n]

/-- The enlarged matrix acts on old and new amplitudes block by block. -/
theorem enlarge_mulVec (A : Matrix n n ℝ) (b x : n → ℝ) (a c : ℝ) :
    enlarge A b a *ᵥ extendVec x c = extendVec (A *ᵥ x + c • b) (b ⬝ᵥ x + a * c) := by
  ext i
  rcases i with i | i <;>
    simp [enlarge, extendVec, mulVec, dotProduct, Fintype.sum_sum_type, mul_comm]

/-- The scalar product of two extended vectors is the old scalar product plus the contribution
of the new configuration. -/
theorem extendVec_dotProduct (x y : n → ℝ) (c d : ℝ) :
    extendVec x c ⬝ᵥ extendVec y d = x ⬝ᵥ y + c * d := by
  simp [extendVec, dotProduct, Fintype.sum_sum_type]

variable [DecidableEq n]

/-- The linearized-CCD correlation energy `-vᵀ A⁻¹ v`, for an invertible matrix `A` and
couplings `v` to the reference. -/
def energy (A : Matrix n n ℝ) (v : n → ℝ) : ℝ := -(v ⬝ᵥ (A⁻¹ *ᵥ v))

/-- The effective diagonal element `s = a - bᵀ A⁻¹ b` of the new configuration, for an
invertible matrix `A`. -/
def effectiveDiagonal (A : Matrix n n ℝ) (b : n → ℝ) (a : ℝ) : ℝ := a - b ⬝ᵥ (A⁻¹ *ᵥ b)

/-- The amplitude `-(k - bᵀ A⁻¹ v) / s` of the new configuration, for an invertible matrix `A`
and a nonzero effective diagonal element `s`. -/
def newAmplitude (A : Matrix n n ℝ) (b v : n → ℝ) (a k : ℝ) : ℝ :=
  -(k - b ⬝ᵥ (A⁻¹ *ᵥ v)) / effectiveDiagonal A b a

/-- For an invertible matrix `A`, amplitudes `t` that solve the linearized-CCD equations
`A t = -v` give the correlation energy as `vᵀ t`. -/
theorem energy_eq_of_amplitudes {A : Matrix n n ℝ} (hA : IsUnit A.det) {v t : n → ℝ}
    (ht : A *ᵥ t = -v) : energy A v = v ⬝ᵥ t := by
  have h : A⁻¹ *ᵥ (A *ᵥ t) = t := by
    rw [mulVec_mulVec, nonsing_inv_mul _ hA, one_mulVec]
  rw [ht, mulVec_neg] at h
  rw [← h, dotProduct_neg, energy]

/-- For an invertible matrix `A`, the determinant of the enlarged matrix is that of `A` times
the effective diagonal element of the new configuration. -/
theorem det_enlarge {A : Matrix n n ℝ} (hA : IsUnit A.det) (b : n → ℝ) (a : ℝ) :
    (enlarge A b a).det = A.det * effectiveDiagonal A b a := by
  let := A.invertibleOfIsUnitDet hA
  rw [enlarge, det_fromBlocks₁₁, invOf_eq_nonsing_inv, Matrix.mul_assoc]
  congr 1
  simp [det_unique, Matrix.mul_apply, effectiveDiagonal, dotProduct, mulVec]

/-- For invertible `A` and nonzero effective diagonal element, the enlarged amplitude equations
are solved by the new amplitude together with old amplitudes shifted along `A⁻¹ b`. -/
theorem enlarged_amplitudes {A : Matrix n n ℝ} (hA : IsUnit A.det) {b : n → ℝ} {a : ℝ}
    (hs : effectiveDiagonal A b a ≠ 0) (v : n → ℝ) (k : ℝ) :
    enlarge A b a *ᵥ extendVec
      (-(A⁻¹ *ᵥ v) - newAmplitude A b v a k • (A⁻¹ *ᵥ b)) (newAmplitude A b v a k)
      = -extendVec v k := by
  have hinv : ∀ x : n → ℝ, A *ᵥ (A⁻¹ *ᵥ x) = x := fun x => by
    rw [mulVec_mulVec, mul_nonsing_inv _ hA, one_mulVec]
  -- the equation of the new configuration, after elimination of the old ones
  have hτ : effectiveDiagonal A b a * newAmplitude A b v a k
      = -(k - b ⬝ᵥ (A⁻¹ *ᵥ v)) := by
    rw [newAmplitude]
    field_simp
  generalize newAmplitude A b v a k = τ at hτ ⊢
  have top : A *ᵥ (-(A⁻¹ *ᵥ v) - τ • (A⁻¹ *ᵥ b)) + τ • b = -v := by
    rw [mulVec_sub, mulVec_neg, mulVec_smul, hinv, hinv, sub_add_cancel]
  have bottom : b ⬝ᵥ (-(A⁻¹ *ᵥ v) - τ • (A⁻¹ *ᵥ b)) + a * τ = -k := by
    simp only [dotProduct_sub, dotProduct_neg, dotProduct_smul, smul_eq_mul]
    rw [effectiveDiagonal] at hτ
    linear_combination hτ
  rw [enlarge_mulVec, top, bottom]
  ext i
  rcases i with i | i <;> simp [extendVec]

/-- Adding one configuration to an invertible symmetric linearized-CCD problem changes the
energy by `-(k - bᵀ A⁻¹ v)² / s`, provided the effective diagonal element `s` is nonzero. -/
theorem energy_enlarge {A : Matrix n n ℝ} (hA : IsUnit A.det) (hsymm : A.IsSymm)
    {b : n → ℝ} {a : ℝ} (hs : effectiveDiagonal A b a ≠ 0) (v : n → ℝ) (k : ℝ) :
    energy (enlarge A b a) (extendVec v k)
      = energy A v - (k - b ⬝ᵥ (A⁻¹ *ᵥ v)) ^ 2 / effectiveDiagonal A b a := by
  have hdet : IsUnit (enlarge A b a).det := by
    rw [det_enlarge hA]
    exact hA.mul (isUnit_iff_ne_zero.mpr hs)
  -- symmetry of `A` makes the two cross terms equal
  have hcross : v ⬝ᵥ (A⁻¹ *ᵥ b) = b ⬝ᵥ (A⁻¹ *ᵥ v) := by
    rw [dotProduct_mulVec, ← mulVec_transpose, transpose_nonsing_inv, hsymm.eq,
      dotProduct_comm]
  rw [energy_eq_of_amplitudes hdet (enlarged_amplitudes hA hs v k), extendVec_dotProduct]
  simp only [dotProduct_sub, dotProduct_neg, dotProduct_smul, smul_eq_mul, hcross, energy,
    newAmplitude]
  ring

/-- For invertible symmetric `A` and nonzero effective diagonal element `s`, the added configuration
raises the energy exactly when `s < 0` and `k` differs from `bᵀ A⁻¹ v`. -/
theorem energy_raised_iff {A : Matrix n n ℝ} (hA : IsUnit A.det) (hsymm : A.IsSymm)
    {b : n → ℝ} {a : ℝ} (hs : effectiveDiagonal A b a ≠ 0) (v : n → ℝ) (k : ℝ) :
    energy A v < energy (enlarge A b a) (extendVec v k)
      ↔ effectiveDiagonal A b a < 0 ∧ k ≠ b ⬝ᵥ (A⁻¹ *ᵥ v) := by
  rw [energy_enlarge hA hsymm hs]
  constructor
  · intro h
    have hlt : (k - b ⬝ᵥ (A⁻¹ *ᵥ v)) ^ 2 / effectiveDiagonal A b a < 0 := by linarith
    constructor
    · by_contra hn
      have := div_nonneg (sq_nonneg (k - b ⬝ᵥ (A⁻¹ *ᵥ v))) (not_lt.mp hn)
      linarith
    · intro hk
      rw [hk, sub_self] at hlt
      simp at hlt
  · rintro ⟨hneg, hk⟩
    have hne := sub_ne_zero.mpr hk
    have hpos : 0 < (k - b ⬝ᵥ (A⁻¹ *ᵥ v)) ^ 2 := by positivity
    have := div_neg_of_pos_of_neg hpos hneg
    linarith

/-- For invertible symmetric `A` and nonzero effective diagonal element, the energy does not
rise if the quadratic form of the enlarged matrix is nowhere negative. -/
theorem energy_enlarge_le {A : Matrix n n ℝ} (hA : IsUnit A.det) (hsymm : A.IsSymm)
    {b : n → ℝ} {a : ℝ} (hs : effectiveDiagonal A b a ≠ 0)
    (hpos : ∀ x, 0 ≤ x ⬝ᵥ (enlarge A b a *ᵥ x)) (v : n → ℝ) (k : ℝ) :
    energy (enlarge A b a) (extendVec v k) ≤ energy A v := by
  -- the quadratic form at `(-A⁻¹ b, 1)` is the effective diagonal element
  have h := hpos (extendVec (-(A⁻¹ *ᵥ b)) 1)
  have h0 : A *ᵥ (-(A⁻¹ *ᵥ b)) + (1 : ℝ) • b = 0 := by
    rw [mulVec_neg, mulVec_mulVec, mul_nonsing_inv _ hA, one_mulVec, one_smul,
      neg_add_cancel]
  rw [enlarge_mulVec, extendVec_dotProduct, h0, dotProduct_zero, dotProduct_neg] at h
  have hnonneg : 0 ≤ effectiveDiagonal A b a := by
    rw [effectiveDiagonal]
    linarith
  exact not_lt.mp fun hlt =>
    not_lt_of_ge hnonneg ((energy_raised_iff hA hsymm hs v k).mp hlt).1

/-- A rise does occur: for `A = 1`, `v = 1`, `b = 1`, `a = 0`, `k = 0` the effective diagonal
element is `-1` and the energy goes from `-1` to `0`. -/
theorem energy_rise_instance :
    effectiveDiagonal (1 : Matrix Unit Unit ℝ) (fun _ => 1) 0 = -1 ∧
    energy (1 : Matrix Unit Unit ℝ) (fun _ => 1) = -1 ∧
    energy (enlarge (1 : Matrix Unit Unit ℝ) (fun _ => 1) 0) (extendVec (fun _ => 1) 0)
      = 0 := by
  have h1 : effectiveDiagonal (1 : Matrix Unit Unit ℝ) (fun _ => 1) 0 = -1 := by
    simp [effectiveDiagonal, dotProduct]
  have h2 : energy (1 : Matrix Unit Unit ℝ) (fun _ => 1) = -1 := by
    simp [energy, dotProduct]
  refine ⟨h1, h2, ?_⟩
  rw [energy_enlarge (by simp) transpose_one (by rw [h1]; norm_num), h1, h2]
  simp [dotProduct]

end

end LinearizedCCDEnlargement
```

```lean
#print axioms LinearizedCCDEnlargement.energy_raised_iff
#print axioms LinearizedCCDEnlargement.energy_enlarge_le
#print axioms LinearizedCCDEnlargement.energy_rise_instance
```

```
'LinearizedCCDEnlargement.energy_raised_iff' depends on axioms: [propext, Classical.choice, Quot.sound]
'LinearizedCCDEnlargement.energy_enlarge_le' depends on axioms: [propext, Classical.choice, Quot.sound]
'LinearizedCCDEnlargement.energy_rise_instance' depends on axioms: [propext, Classical.choice, Quot.sound]
```

## From block equations to the energy formula

The lemmas `enlarge_mulVec` and `extendVec_dotProduct` supply the block arithmetic. The first compares both sides component by component, treating old and new configurations separately, and so produces the two enlarged equations above.

`energy_eq_of_amplitudes` links the energy to the amplitude equations. It applies \(A^{-1}\) to \(At=-v\) and concludes that the energy equals \(v^Tt\). It holds for any finite set of configurations, so it can be used for the enlarged problem too.

`det_enlarge` obtains the determinant from Mathlib's block formula `det_fromBlocks₁₁`. What remains is the determinant of a one-by-one matrix, whose entry is \(s\).

`enlarged_amplitudes` checks the solution instead of deriving it. The intermediate fact `hτ` is \(s\tau=-g\). The `generalize` step then replaces the explicit fraction by a plain \(\tau\), so that the rest of the argument needs only this relation. The facts `top` and `bottom` are the two block equations, and `linear_combination hτ` closes the second one. Symmetry of \(A\) is not needed up to this point.

It enters in `energy_enlarge`, where `hcross` is the equality \(v^TA^{-1}b=b^TA^{-1}v\). The fact `hdet` makes the enlarged matrix invertible, the energy is rewritten as couplings times amplitudes, and `ring` carries out the algebra that ends in \(-g^2/s\).

## From the formula to the sign

`energy_raised_iff` first replaces the new energy by the formula. In the forward direction, a rise means \(g^2/s<0\). This rules out \(s\geq0\), for which the quotient would be nonnegative, and also \(g=0\), for which it would vanish. In the reverse direction, \(g\neq0\) makes the square positive, and division by a negative \(s\) gives a negative quotient.

`energy_enlarge_le` evaluates the assumed nonnegative form at \((-A^{-1}b,1)\). The fact `h0` says that the upper block vanishes, which leaves \(s\geq0\). A rise would require \(s<0\) by the criterion, a contradiction.

`energy_rise_instance` computes \(s\) and the old energy of the example directly and gets the new energy from `energy_enlarge`, so no two-by-two matrix has to be inverted.
